# Reversing the time step in a product of operator series reverses it in each factor and keeps their order

Let S(t) and T(t) be formal power series in a time step t, with coefficients in an arbitrary ring, so that the coefficients may be operators that do not commute. The lemma says that replacing t by −t in the product S(t)T(t) gives S(−t)T(−t), with the factors in the same order. Nothing is assumed about convergence or unitarity, and the series need not come from a Hamiltonian. The proof compares the coefficients of tⁿ, which on both sides are sums over pairs of exponents adding up to n. It matches the sums term by term, splits the sign (−1)ⁿ into one sign for each factor, and checks the four possible combinations of signs.

Lean 4 with Mathlib refuses this proof:

```lean
import Mathlib

open PowerSeries

namespace ReflectMul

noncomputable section

variable {A : Type*} [Ring A]

/-- Reversal of the time step: the series `S(t)` becomes `S(-t)`. -/
def reflect (S : PowerSeries A) : PowerSeries A :=
  PowerSeries.mk fun n => (-1) ^ n * coeff n S

/-- Reversing the time step in a composition reverses it in each factor,
and the order of the factors is kept. -/
theorem reflect_mul (S T : PowerSeries A) :
    reflect (S * T) = reflect S * reflect T := by
  ext n
  simp only [reflect, coeff_mk, coeff_mul, Finset.mul_sum]
  refine Finset.sum_congr rfl fun p hp => ?_
  rw [← Finset.mem_antidiagonal.mp hp, pow_add]
  -- the signs are central, so they can be moved past the operators
  rcases neg_one_pow_eq_or A p.1 with h1 | h1 <;>
    rcases neg_one_pow_eq_or A p.2 with h2 | h2 <;> simp [h1, h2]

end

end ReflectMul
```

Lean reports:

```
Main.lean:22:6: error: Invalid rewrite argument: Expected an equality or iff proof or definition name, but
  Finset.mem_antidiagonal.mp ?m.50
is a proof of
  ?m.47.1 ∈ ?m.42 ∧ ?m.47.2 ∈ ?m.43 ∧ ?m.47.1 + ?m.47.2 = ?m.46
```

As a diff, the version that Lean accepts:

```diff
@@ -20,5 +20,6 @@
   simp only [reflect, coeff_mk, coeff_mul, Finset.mul_sum]
   refine Finset.sum_congr rfl fun p hp => ?_
-  rw [← Finset.mem_antidiagonal.mp hp, pow_add]
+  have hn : p.1 + p.2 = n := by simpa using hp
+  rw [← hn, pow_add]
   -- the signs are central, so they can be moved past the operators
   rcases neg_one_pow_eq_or A p.1 with h1 | h1 <;>
```

Cause. To split the sign, the proof must first replace `n` by `p.1 + p.2`, and for that `rw` needs an equality or an equivalence. The attempt expected `Finset.mem_antidiagonal.mp hp` to be the equation `p.1 + p.2 = n`. The message shows that the lemma Lean found under this name concludes something longer: the first entry lies in one set, the second lies in another, and the two add up to a given value. An equation is there, but only as the last part of a conjunction, and `rw` does not accept a conjunction.

The repair states the needed equation outright as `hn` and proves it with `simpa using hp`, which simplifies the membership `hp` to that equation. The lemma is no longer called by name, so the form of its conclusion no longer matters. `rw [← hn, pow_add]` then has a plain equality to use, and splits the sign as intended. The rest of the proof is unchanged.
